# A semi-infinite harmonic chain with equal springs binds a mode at its free end exactly when the end atom is lighter than half a bulk atom

Replace one atom of an infinite harmonic chain by a lighter isotope. In the standard nearest-neighbour model a vibration localises around it, however small the mass difference. Now put the light atom at the free end of a semi-infinite chain, where it has only one neighbour. Does it still bind a vibration?

Let the atoms be numbered $n = 0, 1, 2, \dots$ from the free end. All springs have constant $K > 0$, the end atom has mass $m' > 0$, and all others have mass $m > 0$. A bound vibration exists if and only if $m' < m/2$, so an end atom that is only slightly lighter binds nothing.

## Equations of motion and bound modes

```lean
import Mathlib

open Filter Topology

namespace LightEndAtom

noncomputable section

/-- Newton's equations at frequency `ω` for a semi-infinite chain with springs `K`, a free end
atom of mass `m'` at site 0 and atoms of mass `m` at all other sites. -/
structure IsNormalMode (K m m' ω : ℝ) (u : ℕ → ℂ) : Prop where
  free_end : -((m' : ℂ) * (ω : ℂ) ^ 2) * u 0 = (K : ℂ) * (u 1 - u 0)
  bulk : ∀ n, -((m : ℂ) * (ω : ℂ) ^ 2) * u (n + 1)
    = (K : ℂ) * (u (n + 2) + u n - 2 * u (n + 1))
```

Each atom moves as the real part of $u_n e^{-i\omega t}$, with complex amplitude $u_n$ and real frequency $\omega$. Newton's equations become

$$-m'\omega^2 u_0 = K(u_1 - u_0), \qquad -m\omega^2 u_{n+1} = K(u_{n+2} + u_n - 2u_{n+1}).$$

In Lean, `u : ℕ → ℂ` is the sequence of amplitudes, and `(K : ℂ)` is the real number $K$ regarded as complex. The two fields `free_end` and `bulk` are the two equations. The name `IsNormalMode` is more generous than textbook use: it also admits the zero sequence and solutions that grow along the chain.

```lean
/-- A surface mode is a nonzero normal mode with square-summable amplitudes. -/
structure IsSurfaceMode (K m m' ω : ℝ) (u : ℕ → ℂ) : Prop
    extends IsNormalMode K m m' ω u where
  ne_zero : u ≠ 0
  summable : Summable (fun n => ‖u n‖ ^ 2)
```

A surface mode must in addition be nonzero and satisfy $\sum_n |u_n|^2 < \infty$. The "surface" of this one-dimensional crystal is its end.

## A quantity shared by all bonds

```lean
/-- A quadratic form in the amplitudes of the neighbouring atoms `n` and `n + 1`. -/
def bondForm (K m ω : ℝ) (u : ℕ → ℂ) (n : ℕ) : ℂ :=
  (K : ℂ) * (u (n + 1) ^ 2 + u n ^ 2)
    - (2 * (K : ℂ) - (m : ℂ) * (ω : ℂ) ^ 2) * (u n * u (n + 1))
```

For the bond between atoms $n$ and $n+1$, define

$$Q_n = K(u_{n+1}^2 + u_n^2) - (2K - m\omega^2)\,u_n u_{n+1}.$$

The squares are of complex numbers, without conjugation. Even for real amplitudes, $Q_n$ is not the energy of the bond.

```lean
/-- The amplitude ratio `-m' / (m - m')` of neighbouring atoms, for `m' ≠ m`. -/
def decayRatio (m m' : ℝ) : ℝ := -m' / (m - m')
```

This is the amplitude ratio of neighbouring atoms in the bound mode, $\rho = -m'/(m - m')$. It includes the sign, which is negative in the bound mode: neighbours move in antiphase.

```lean
/-- The squared frequency `K m / (m' (m - m'))`, for `m' ≠ 0` and `m' ≠ m`. -/
def surfaceFreqSq (K m m' : ℝ) : ℝ := K * m / (m' * (m - m'))
```

This is the squared frequency of that mode, $Km/(m'(m-m'))$. Both definitions are only put to use where $m' < m/2$, so their denominators are positive.

```lean
variable {K m m' ω : ℝ} {u : ℕ → ℂ}

/-- In a normal mode the bond form has the same value at every bond of the chain. -/
theorem bondForm_const (h : IsNormalMode K m m' ω u) (n : ℕ) :
    bondForm K m ω u n = bondForm K m ω u 0 := by
  induction n with
  | zero => rfl
  | succ n ih =>
    rw [← ih]
    unfold bondForm
    rw [show n + 1 + 1 = n + 2 from rfl]
    linear_combination (-(u (n + 2) - u n)) * h.bulk n
```

The theorem says $Q_n = Q_0$ for every $n$. Subtracting neighbouring values gives

$$Q_{n+1} - Q_n = (u_{n+2} - u_n)\,\bigl[K(u_{n+2} + u_n) - (2K - m\omega^2)u_{n+1}\bigr] = 0,$$

because the bracket vanishes by the bulk equation. The Lean proof is an induction on $n$. Its last line, `linear_combination`, states which multiple of the bulk equation yields the goal and leaves the algebra to Lean.

```lean
/-- In a normal mode with square-summable amplitudes the bond form vanishes. -/
theorem bondForm_eq_zero (h : IsNormalMode K m m' ω u)
    (hs : Summable (fun n => ‖u n‖ ^ 2)) : bondForm K m ω u 0 = 0 := by
  -- the amplitudes tend to zero far from the end
  have hn : Tendsto (fun n => ‖u n‖) atTop (𝓝 0) := by
    have h2 := hs.tendsto_atTop_zero.sqrt
    simpa [Real.sqrt_sq, norm_nonneg] using h2
  have hu : Tendsto u atTop (𝓝 0) := tendsto_zero_iff_norm_tendsto_zero.2 hn
  have hu1 : Tendsto (fun n => u (n + 1)) atTop (𝓝 0) := (tendsto_add_atTop_iff_nat 1).2 hu
  -- hence so does the bond form, which is constant
  have h3 : Tendsto (fun n => bondForm K m ω u n) atTop
      (𝓝 ((K : ℂ) * (0 ^ 2 + 0 ^ 2) - (2 * (K : ℂ) - (m : ℂ) * (ω : ℂ) ^ 2) * (0 * 0))) :=
    (((hu1.pow 2).add (hu.pow 2)).const_mul _).sub ((hu.mul hu1).const_mul _)
  have h4 := tendsto_nhds_unique (h3.congr fun n => bondForm_const h n) tendsto_const_nhds
  rw [← h4]
  ring
```

If $\sum_n |u_n|^2$ converges, then $|u_n|^2 \to 0$ and hence $u_n \to 0$. Every term of $Q_n$ contains two amplitudes, so $Q_n \to 0$. A constant sequence that tends to zero is zero, therefore $Q_0 = 0$. In the proof, `Tendsto` expresses the limits and `tendsto_nhds_unique` says that a sequence has only one.

## Geometric decay from the end

```lean
/-- For `K ≠ 0`, a normal mode in which the end atom is at rest is zero everywhere. -/
theorem eq_zero_of_end_at_rest (hK : K ≠ 0) (h : IsNormalMode K m m' ω u) (h0 : u 0 = 0) :
    u = 0 := by
  have hKc : (K : ℂ) ≠ 0 := by exact_mod_cast hK
  have key : ∀ n, u n = 0 ∧ u (n + 1) = 0 := by
    intro n
    induction n with
    | zero =>
      refine ⟨h0, ?_⟩
      show u 1 = 0
      have h1 : (K : ℂ) * u 1 = 0 := by
        linear_combination -h.free_end + ((K : ℂ) - (m' : ℂ) * (ω : ℂ) ^ 2) * h0
      exact (mul_eq_zero.1 h1).resolve_left hKc
    | succ n ih =>
      refine ⟨ih.2, ?_⟩
      show u (n + 2) = 0
      have h1 : (K : ℂ) * u (n + 2) = 0 := by
        linear_combination -h.bulk n + (2 * (K : ℂ) - (m : ℂ) * (ω : ℂ) ^ 2) * ih.2
          - (K : ℂ) * ih.1
      exact (mul_eq_zero.1 h1).resolve_left hKc
  funext n
  exact (key n).1
```

Suppose $u_0 = 0$. The end equation gives $Ku_1 = 0$, so $u_1 = 0$. If $u_n = u_{n+1} = 0$, the bulk equation gives $Ku_{n+2} = 0$, so the next amplitude vanishes too. The induction carries a pair of neighbouring amplitudes because the bulk equation links three atoms. A surface mode therefore has $u_0 \neq 0$.

```lean
/-- For `K > 0`, a surface mode is geometric with a real ratio `r`, `|r| < 1`, that satisfies the
end condition and the bulk dispersion relation. -/
theorem surfaceMode_geometric (hK : 0 < K) (h : IsSurfaceMode K m m' ω u) :
    ∃ r : ℝ, |r| < 1 ∧ K * (1 - r) = m' * ω ^ 2 ∧ K * (1 - r) ^ 2 = -(m * ω ^ 2 * r) ∧
      ∀ n, u n = u 0 * (r : ℂ) ^ n := by
  have hKc : (K : ℂ) ≠ 0 := by exact_mod_cast hK.ne'
  have h0 : u 0 ≠ 0 := fun h0 =>
    h.ne_zero (eq_zero_of_end_at_rest hK.ne' h.toIsNormalMode h0)
  obtain ⟨r, hr⟩ : ∃ r : ℝ, K * (1 - r) = m' * ω ^ 2 :=
    ⟨1 - m' * ω ^ 2 / K, by rw [sub_sub_cancel]; field_simp⟩
  have hrc : (K : ℂ) * (1 - (r : ℂ)) = (m' : ℂ) * (ω : ℂ) ^ 2 := by exact_mod_cast hr
  have h1 : u 1 = u 0 * (r : ℂ) := by
    apply mul_left_cancel₀ hKc
    linear_combination -h.free_end + u 0 * hrc
  -- the vanishing bond form is the dispersion relation for `r`
  have hQ := bondForm_eq_zero h.toIsNormalMode h.summable
  unfold bondForm at hQ
  rw [zero_add, h1] at hQ
  have h2c : (K : ℂ) * (1 - (r : ℂ)) ^ 2 + (m : ℂ) * (ω : ℂ) ^ 2 * (r : ℂ) = 0 := by
    have h3 : u 0 ^ 2 * ((K : ℂ) * (1 - (r : ℂ)) ^ 2 + (m : ℂ) * (ω : ℂ) ^ 2 * (r : ℂ)) = 0 := by
      linear_combination hQ
    exact (mul_eq_zero.1 h3).resolve_left (pow_ne_zero 2 h0)
  have h2 : K * (1 - r) ^ 2 + m * ω ^ 2 * r = 0 := by exact_mod_cast h2c
  have key : ∀ n, u n = u 0 * (r : ℂ) ^ n ∧ u (n + 1) = u 0 * (r : ℂ) ^ (n + 1) := by
    intro n
    induction n with
    | zero => exact ⟨by simp, by simpa using h1⟩
    | succ n ih =>
      refine ⟨ih.2, ?_⟩
      show u (n + 2) = u 0 * (r : ℂ) ^ (n + 2)
      apply mul_left_cancel₀ hKc
      linear_combination -h.bulk n + (2 * (K : ℂ) - (m : ℂ) * (ω : ℂ) ^ 2) * ih.2
        - (K : ℂ) * ih.1 - u 0 * (r : ℂ) ^ n * h2c
  refine ⟨r, ?_, hr, by linarith, fun n => (key n).1⟩
  -- a ratio of modulus at least one would keep the amplitudes away from zero
  by_contra hlt
  have hge : 1 ≤ |r| := not_lt.1 hlt
  have hb : ∀ n, ‖u 0‖ ^ 2 ≤ ‖u n‖ ^ 2 := by
    intro n
    have hle : ‖u 0‖ ≤ ‖u n‖ := by
      rw [(key n).1, norm_mul, norm_pow, Complex.norm_real, Real.norm_eq_abs]
      exact le_mul_of_one_le_right (norm_nonneg _) (one_le_pow₀ hge)
    exact pow_le_pow_left₀ (norm_nonneg _) hle 2
  have hle := ge_of_tendsto' h.summable.tendsto_atTop_zero hb
  have hpos : 0 < ‖u 0‖ ^ 2 := pow_pos (norm_pos_iff.2 h0) 2
  linarith
```

Here `∃ r : ℝ` introduces a real ratio $r$, and the theorem lists its properties. By hand, set $r = 1 - m'\omega^2/K$. The end equation then reads $u_1 = r u_0$, and by definition

$$K(1-r) = m'\omega^2.$$

Inserting $u_1 = ru_0$ into $Q_0 = 0$ gives

$$u_0^2\,\bigl[K(1-r)^2 + m\omega^2 r\bigr] = 0.$$

Since $u_0 \neq 0$, the bracket vanishes:

$$K(1-r)^2 = -m\omega^2 r.$$

This is the bulk dispersion relation; with $r = e^{iq}$ it takes the familiar form $m\omega^2 = 2K(1 - \cos q)$. If $u_n = u_0r^n$ and $u_{n+1} = u_0r^{n+1}$, the bulk equation yields

$$Ku_{n+2} = u_0r^n\bigl[(2K - m\omega^2)r - K\bigr] = Ku_0r^{n+2},$$

so the mode is geometric throughout. Finally, $|r| \geq 1$ would give $|u_n| \geq |u_0| > 0$ for all $n$, which contradicts $u_n \to 0$. The Lean proof takes the same steps, with `exact_mod_cast` moving equations between real and complex numbers and `by_contra` starting the final contradiction.

## The threshold and the frequency

```lean
/-- For positive `K`, `m`, `m'`, the surface modes are exactly the nonzero multiples of
`decayRatio ^ n` at squared frequency `surfaceFreqSq`, and they require `m' < m / 2`. -/
theorem isSurfaceMode_iff (hK : 0 < K) (hm : 0 < m) (hm' : 0 < m') :
    IsSurfaceMode K m m' ω u ↔ m' < m / 2 ∧ ω ^ 2 = surfaceFreqSq K m m' ∧ u 0 ≠ 0 ∧
      ∀ n, u n = u 0 * (decayRatio m m' : ℂ) ^ n := by
  constructor
  · intro h
    obtain ⟨r, hr, he, hd, hu⟩ := surfaceMode_geometric hK h
    obtain ⟨hr1, hr2⟩ := abs_lt.1 hr
    have hpos : 0 < 1 - r := by linarith
    -- eliminate the frequency between the end and bulk conditions
    have hrel : m * r + m' * (1 - r) = 0 := by
      have h3 : (K * (1 - r)) * (m * r + m' * (1 - r)) = 0 := by
        linear_combination m * r * he + m' * hd
      exact (mul_eq_zero.1 h3).resolve_left (mul_pos hK hpos).ne'
    have hlt : 0 < m - 2 * m' := by
      have h4 : 0 < (1 - r) * (m - 2 * m') := by
        have h5 : (1 - r) * (m - 2 * m') = m * (1 + r) := by linear_combination -2 * hrel
        rw [h5]
        exact mul_pos hm (by linarith)
      exact (mul_pos_iff_of_pos_left hpos).1 h4
    have hdm : 0 < m - m' := by linarith
    have hρ : r = decayRatio m m' := by
      rw [decayRatio, eq_div_iff hdm.ne']
      linear_combination hrel
    refine ⟨by linarith, ?_, fun h0 => h.ne_zero
      (eq_zero_of_end_at_rest hK.ne' h.toIsNormalMode h0), ?_⟩
    · rw [surfaceFreqSq, eq_div_iff (mul_pos hm' hdm).ne']
      linear_combination (-(m - m')) * he - K * hrel
    · rw [← hρ]
      exact hu
  · rintro ⟨hlt, hω, h0, hu⟩
    have hdm : 0 < m - m' := by linarith
    obtain ⟨ρ, hρ⟩ : ∃ ρ, ρ = decayRatio m m' := ⟨_, rfl⟩
    rw [← hρ] at hu
    have hρ1 : -1 < ρ := by
      rw [hρ, decayRatio, lt_div_iff₀ hdm]
      linarith
    have hρ2 : ρ < 0 := by
      rw [hρ, decayRatio]
      exact div_neg_of_neg_of_pos (by linarith) hdm
    have hrel : ρ * (m - m') = -m' := by
      rw [hρ, decayRatio, div_mul_cancel₀ _ hdm.ne']
    have hW : ω ^ 2 * (m' * (m - m')) = K * m := by
      rw [hω, surfaceFreqSq, div_mul_cancel₀ _ (mul_pos hm' hdm).ne']
    -- the end condition and the dispersion relation hold for this ratio
    have he : m' * ω ^ 2 = K * (1 - ρ) := by
      apply mul_right_cancel₀ hdm.ne'
      linear_combination hW + K * hrel
    have hd : m * ω ^ 2 * ρ + K * (1 - ρ) ^ 2 = 0 := by
      apply (mul_eq_zero.1 (?_ : m' * (m * ω ^ 2 * ρ + K * (1 - ρ) ^ 2) = 0)).resolve_left hm'.ne'
      linear_combination m * ρ * he + K * (1 - ρ) * hrel
    have hec : (m' : ℂ) * (ω : ℂ) ^ 2 = (K : ℂ) * (1 - (ρ : ℂ)) := by exact_mod_cast he
    have hdc : (m : ℂ) * (ω : ℂ) ^ 2 * (ρ : ℂ) + (K : ℂ) * (1 - (ρ : ℂ)) ^ 2 = 0 := by
      exact_mod_cast hd
    refine ⟨⟨?_, ?_⟩, fun hz => h0 (congrFun hz 0), ?_⟩
    · rw [hu 1]
      linear_combination (-(u 0)) * hec
    · intro n
      rw [hu (n + 1), hu (n + 2), hu n]
      linear_combination (-(u 0 * (ρ : ℂ) ^ n)) * hdc
    · have hg : Summable (fun n : ℕ => ‖u 0‖ ^ 2 * (ρ ^ 2) ^ n) :=
        (summable_geometric_of_lt_one (sq_nonneg ρ) (by nlinarith)).mul_left _
      refine hg.congr fun n => ?_
      rw [hu n, norm_mul, norm_pow, Complex.norm_real, Real.norm_eq_abs, mul_pow,
        ← sq_abs ρ, ← pow_mul, ← pow_mul, mul_comm 2 n]
```

The symbol `↔` means "if and only if". For positive $K$, $m$ and $m'$, the sequence $u$ is a surface mode at frequency $\omega$ exactly when

$$m' < \frac m2, \qquad \omega^2 = \frac{Km}{m'(m-m')}, \qquad u_0 \neq 0, \qquad u_n = u_0\rho^n.$$

From left to right, combine the two relations for $r$:

$$K(1-r)\,\bigl[mr + m'(1-r)\bigr] = m'\bigl[m\omega^2r + K(1-r)^2\bigr] = 0.$$

As $r < 1$, the factor $K(1-r)$ is positive, so $mr + m'(1-r) = 0$. This implies

$$(1-r)(m - 2m') = m(1+r) > 0,$$

where the sign comes from $r > -1$. Hence $m' < m/2$. Solving for the ratio gives $r = -m'/(m-m') = \rho$, so $1 - r = m/(m-m')$, and $\omega^2 = K(1-r)/m'$ is the stated frequency. In Lean, `hrel` is the relation between $r$ and the masses, and `hlt` is the threshold.

From right to left, $m' < m/2$ gives $-1 < \rho < 0$. The stated frequency satisfies

$$m'\omega^2 = \frac{Km}{m-m'} = K(1-\rho), \qquad m\omega^2\rho = -\frac{Km^2}{(m-m')^2} = -K(1-\rho)^2.$$

These are the end condition and the dispersion relation, named `he` and `hd` in the proof. With them $u_0\rho^n$ solves both equations of motion, and $\sum_n|u_n|^2 = |u_0|^2/(1-\rho^2)$ is finite. Unit norm of the displacements corresponds to $|u_0|^2 = 1 - \rho^2$.

```lean
/-- For positive `K`, `m`, `m'`, the chain has a surface mode of some real frequency if and only
if the end atom is lighter than half a bulk atom. -/
theorem exists_surfaceMode_iff (hK : 0 < K) (hm : 0 < m) (hm' : 0 < m') :
    (∃ (ω : ℝ) (u : ℕ → ℂ), IsSurfaceMode K m m' ω u) ↔ m' < m / 2 := by
  constructor
  · rintro ⟨ω, u, h⟩
    exact ((isSurfaceMode_iff hK hm hm').1 h).1
  · intro hlt
    have hdm : 0 < m - m' := by linarith
    have hpos : 0 ≤ surfaceFreqSq K m m' :=
      (div_pos (mul_pos hK hm) (mul_pos hm' hdm)).le
    exact ⟨√(surfaceFreqSq K m m'), fun n => (decayRatio m m' : ℂ) ^ n,
      (isSurfaceMode_iff hK hm hm').2 ⟨hlt, Real.sq_sqrt hpos, by simp, fun n => by simp⟩⟩
```

This is the threshold itself: some real $\omega$ and some sequence $u$ form a surface mode if and only if $m' < m/2$. One direction reads the inequality off the classification. The other supplies $\omega = \sqrt{Km/(m'(m-m'))}$ and $u_n = \rho^n$.

```lean
/-- For positive `K`, `m`, `m'`, the squared frequency of every surface mode exceeds `4 K / m`,
the top of the bulk band. -/
theorem surfaceMode_above_band (hK : 0 < K) (hm : 0 < m) (hm' : 0 < m')
    (h : IsSurfaceMode K m m' ω u) : 4 * K / m < ω ^ 2 := by
  obtain ⟨hlt, hω, -, -⟩ := (isSurfaceMode_iff hK hm hm').1 h
  have hdm : 0 < m - m' := by linarith
  have hgap : 0 < m - 2 * m' := by linarith
  rw [hω, surfaceFreqSq, div_lt_div_iff₀ hm (mul_pos hm' hdm)]
  have hsq : 0 < K * (m - 2 * m') ^ 2 := mul_pos hK (pow_pos hgap 2)
  linarith [show K * m * m - 4 * K * (m' * (m - m')) = K * (m - 2 * m') ^ 2 by ring]

end

end LightEndAtom
```

The bulk waves of the chain fill the band $0 \leq \omega^2 \leq 4K/m$. Every surface mode lies above it, since

$$\frac{Km}{m'(m-m')} - \frac{4K}{m} = \frac{K(m-2m')^2}{m\,m'(m-m')} > 0.$$

The Lean proof clears the denominators with `div_lt_div_iff₀` and uses the same perfect square. The top of the band enters as the value $4K/m$; the band is not derived from the equations of motion here.

```lean
#print axioms LightEndAtom.exists_surfaceMode_iff
#print axioms LightEndAtom.surfaceMode_above_band
```

```
'LightEndAtom.exists_surfaceMode_iff' depends on axioms: [propext, Classical.choice, Quot.sound]
'LightEndAtom.surfaceMode_above_band' depends on axioms: [propext, Classical.choice, Quot.sound]
```

## The bound mode in a dynamical matrix

In a phonon calculation for a semi-infinite chain with equal nearest-neighbour springs, the result decides whether a light end atom splits a level off the top of the band. With mass-weighted amplitudes $\sqrt{m_n}\,u_n$, where $m_0 = m'$ and $m_n = m$ otherwise, the dynamical matrix has entries

$$D_{00} = \frac{K}{m'}, \qquad D_{01} = D_{10} = -\frac{K}{\sqrt{mm'}},$$

and further along the chain $2K/m$ on the diagonal and $-K/m$ beside it.

Take $m' = m/4$. Then $\rho = -1/3$ and $\omega^2 = 16K/(3m)$, above the band edge $4K/m$. In the eigenvector, the second component is $-2/3$ of the first because of the mass weighting, and each later one is $-1/3$ of its predecessor. After normalisation the end atom carries $2/3$ of the total weight. A long finite chain in which all other atoms have mass $m$ reproduces the frequency and the weight of the end atom up to corrections that shrink exponentially with its length.

A real crystal surface differs from this model in several ways: it is three-dimensional, forces can reach beyond nearest neighbours, and the last bond need not be as stiff as the others. A changed end spring alone already moves the threshold away from $m/2$.
